# The discrete Fourier transform of a periodic signal's circular autocorrelation is its power spectrum

For a complex signal x of finite, nonzero period M, the theorem says that the discrete Fourier transform of the circular autocorrelation equals, at every frequency q, the squared modulus of the signal's own Fourier amplitude. This is a finite, deterministic form of the Wiener–Khinchin theorem. Both the transform and the autocorrelation, Σⱼ conj(xⱼ) xⱼ₊ₖ at lag k, are plain sums over one period, with no factor of 1/M. The attempt writes the left side as a double sum, exchanges the order of summation and shifts an index so that the transform of x factors out. It then has to show that the remaining sum is the complex conjugate of that transform.

This version doesn't compile in Lean 4 with Mathlib:

```lean
import Mathlib

open ComplexConjugate

namespace SpectralAutocorrelation

noncomputable section

variable {M : ℕ} [NeZero M]

/-- The discrete Fourier transform of a signal of period `M`. -/
def dft (x : ZMod M → ℂ) (q : ZMod M) : ℂ :=
  ∑ j, ZMod.stdAddChar (-(j * q)) * x j

/-- The power spectrum: the squared modulus of each Fourier amplitude. -/
def powerSpectrum (x : ZMod M → ℂ) (q : ZMod M) : ℂ :=
  ((‖dft x q‖ ^ 2 : ℝ) : ℂ)

/-- The circular autocorrelation of a periodic signal at lag `k`. -/
def circCorr (x : ZMod M → ℂ) (k : ZMod M) : ℂ :=
  ∑ j, conj (x j) * x (j + k)

/-- The Fourier transform of the circular autocorrelation is the power spectrum. -/
theorem dft_circCorr (x : ZMod M → ℂ) (q : ZMod M) :
    dft (circCorr x) q = powerSpectrum x q := by
  rw [powerSpectrum, Complex.ofReal_pow, ← Complex.conj_mul']
  calc dft (circCorr x) q
      = ∑ j, ∑ k, ZMod.stdAddChar (-(k * q)) * (conj (x j) * x (j + k)) := by
        simp_rw [dft, circCorr, Finset.mul_sum]
        rw [Finset.sum_comm]
    _ = ∑ j, (ZMod.stdAddChar (j * q) * conj (x j)) * dft x q := by
        refine Finset.sum_congr rfl fun j _ => ?_
        -- shift the summation index of the transform by j
        have hs : dft x q = ∑ k, ZMod.stdAddChar (-((j + k) * q)) * x (j + k) :=
          (Equiv.sum_comp (Equiv.addLeft j)
            (fun l => ZMod.stdAddChar (-(l * q)) * x l)).symm
        rw [hs, Finset.mul_sum]
        refine Finset.sum_congr rfl fun k _ => ?_
        have h : -(k * q) = j * q + -((j + k) * q) := by ring
        rw [h, AddChar.map_add_eq_mul]
        ring
    _ = conj (dft x q) * dft x q := by
        rw [← Finset.sum_mul]
        congr 1
        rw [dft, map_sum]
        refine Finset.sum_congr rfl fun j _ => ?_
        rw [map_mul, ← AddChar.map_neg_eq_conj, neg_neg]

end

end SpectralAutocorrelation
```

Messages:

```
Main.lean:47:12: error(lean.synthInstanceFailed): failed to synthesize instance of type class
  MulHomClass (AddChar (ZMod M) ℂ) (ZMod M) ℂ

Hint: Type class instance resolution failures can be inspected with the `set_option trace.Meta.synthInstance true` command.
Main.lean:47:21: error: Tactic `rewrite` failed: Did not find an occurrence of the pattern
  (starRingEnd ?m.319) (?ψ ?x)
in the target expression
  ZMod.stdAddChar j * ZMod.stdAddChar q * (starRingEnd ℂ) (x j) = (starRingEnd ℂ) (ZMod.stdAddChar (-(j * q)) * x j)

case e_a
M : ℕ
inst✝ : NeZero M
x : ZMod M → ℂ
q j : ZMod M
x✝ : j ∈ Finset.univ
⊢ ZMod.stdAddChar j * ZMod.stdAddChar q * (starRingEnd ℂ) (x j) = (starRingEnd ℂ) (ZMod.stdAddChar (-(j * q)) * x j)
```

Cause. Both errors come from the last `rw`. Its `map_mul` was meant to split the conjugate of a product on the right of the goal, but no map was named, and the rewrite matched `ZMod.stdAddChar (j * q)` on the left first. `map_mul` needs a map that preserves multiplication. An additive character instead turns sums into products, so Lean could not find the `MulHomClass` instance, which is the first error.

The goal printed with the second error shows the wrong split, `ZMod.stdAddChar j * ZMod.stdAddChar q`. On the right, conjugation still stands over the whole product, so `← AddChar.map_neg_eq_conj` finds no conjugate of a character value alone to rewrite.

The repair names the map, `map_mul (starRingEnd ℂ)`, so that only conjugation can match. The conjugate of the product then splits into a product of conjugates, the next rewrite turns the conjugated character value into the character at the negated argument, and `neg_neg` removes the double minus sign, leaving the two sides identical.

The repair, with which the file compiles:

```diff
@@ -45,5 +45,5 @@
         rw [dft, map_sum]
         refine Finset.sum_congr rfl fun j _ => ?_
-        rw [map_mul, ← AddChar.map_neg_eq_conj, neg_neg]
+        rw [map_mul (starRingEnd ℂ), ← AddChar.map_neg_eq_conj, neg_neg]
 
 end
```
